# Splitting a Lindblad propagator into Hamiltonian and dissipative factors is exact when every jump operator is an eigenoperator of [H, ·]

## Why does the step size matter for my driven qubit but not for the undriven one?

One split step of my damped-qubit simulation produces twice the coherence it should. The Hamiltonian is σ_x, the jump operator lowers the qubit at rate 1, and I start from the maximally mixed state. The upper level is the first basis state. If I apply the decay for a short time t and then the rotation, the upper off-diagonal element comes out as −i t² to leading order. The full master equation gives −i t²/2.

When I replace σ_x by a multiple of σ_z, the discrepancy disappears, and I can take steps as large as I like. Is that luck with one small system, or is there a condition on the Hamiltonian and the jump operators that makes the splitting exact?

## Jumps that exchange a definite energy leave no splitting error

There is such a condition. Take ħ = 1, let r be the density matrix, and write [A, B] = AB − BA. The Hamiltonian part U and the dissipator D act as

U r = −i [H, r]

D r = Σₖ γₖ (Lₖ r Lₖ† − ½ (Lₖ†Lₖ r + r Lₖ†Lₖ))

with jump operators Lₖ and real rates γₖ. Suppose that H is Hermitian and that, for real numbers wₖ,

[H, Lₖ] = −wₖ Lₖ.

Physically, each jump changes the system's energy by a definite amount: Lₖ takes an eigenstate of energy E to one of energy E − wₖ, or to zero. Jump operators of this kind arise in the secular approximation. Under this condition U and D commute, and exp(t(U + D)) = exp(tU) exp(tD) for every real t.

### From the eigenoperator relation to the product of exponentials

Fix one k and drop the index. The adjoint of [H, L] = −w L is L†H − HL† = −w L†, because H is Hermitian and w is real. Hence

[H, L†] = w L†.

The product rule for commutators then shows that H commutes with L†L:

[H, L†L] = [H, L†] L + L† [H, L] = w L†L − w L†L = 0.

In the gain term the two contributions of w cancel:

[H, L r L†] = −w L r L† + L [H, r] L† + w L r L† = L [H, r] L†.

For the loss term, put K = L†L. Since [H, K] = 0,

[H, K r + r K] = K [H, r] + [H, r] K.

Subtract half of the loss identity from the gain identity and multiply by −i. The left side is U applied to the dissipator of r, and the right side is the dissipator applied to U r. So U commutes with the dissipator of each Lₖ, and therefore with the weighted sum D.

For commuting U and D the binomial theorem gives

(U + D)ᵐ / m! = Σⱼ (Uʲ / j!) (Dᵐ⁻ʲ / (m−j)!), with j from 0 to m.

Multiply by tᵐ and sum over m. The series converge absolutely in finite dimension, so the double sum can be rearranged into exp(tU) exp(tD). With N ≥ 1 steps of length t/N,

(exp(tU/N) exp(tD/N))ᴺ = (exp(t(U + D)/N))ᴺ = exp(t(U + D)).

### Your two qubits, with numbers

Number the qubit states 0 (upper) and 1 (lower). Take H = diag(w/2, −w/2) and the lowering operator L, whose only nonzero entry is L₁₀ = 1. Then HL = −(w/2) L and LH = (w/2) L, so [H, L] = −w L.

Over a time t, the Hamiltonian part multiplies r₀₁ by exp(−iwt). The dissipator with rate γ multiplies r₀₀ by exp(−γt) and r₀₁ by exp(−γt/2), and moves the lost population to r₁₁. Choose t = 1, w = π/2 and γ = 2 ln 2, and start with all four entries equal to 1/2. Decay gives r₀₀ = 1/8, r₁₁ = 7/8 and r₀₁ = 1/4; the rotation then turns r₀₁ into −i/4. The full equation r₀₁′ = (−iw − γ/2) r₀₁ gives the same value,

r₀₁(1) = ½ · (−i) · ½ = −i/4.

Now take H = σ_x with the same L and rate 1. H is still Hermitian, but [σ_x, L] = σ_z is not a multiple of L. Apply both orders to the identity matrix 1. Since U 1 = 0, also D U 1 = 0. In the other order, D 1 = LL† − L†L = diag(−1, 1) = −σ_z, so

U D 1 = i [σ_x, σ_z] = 2σ_y ≠ 0.

Hermiticity of H alone is thus not enough for U and D to commute. This also accounts for your factor of two: expanding the exponentials to second order, the split step exceeds the full one by (t²/2)(UD − DU). On the maximally mixed state, half the identity, that is (t²/2) σ_y, whose upper off-diagonal element is −i t²/2.

### Rates, times and matrices in the Lean statement

The following Lean 4 file proves the commutation, the factorisation and the N-step formula, together with the non-commutation for σ_x.

A state is a `Matrix n n ℂ` with a finite index type `n`, and `ᴴ` is the adjoint, written `L*` in the comments of the code. Superoperators are elements of `Module.End ℂ (Matrix n n ℂ)`, the linear maps from matrices to matrices. Their product is composition, so the right-hand factor acts first. U is `coherent H`, the dissipator of one jump operator at unit rate is `dissipator L`, and D is `totalDissipator γ L`, a sum over a finite index type `ι`.

`liouville` writes a superoperator as a matrix acting on the entries of r. `propagator S t` exponentiates t times that matrix and converts the result back to a superoperator. Two theorems tie this definition to the dynamics: `propagator_zero` says that it is the identity at time zero, and `propagator_hasDerivAt` says that each entry of the propagated matrix obeys dr/dt = S r.

In `secular_splitting_exact`, `hH` is the Hermiticity of H and `hL` is the eigenoperator relation for every k, each with its own `w k`. The conclusion has two parts: U and D commute, and the propagator factorises for all real t. `split_steps_exact` adds the N-step formula for `N ≠ 0`.

The rates may have either sign and t may be negative, since the algebra needs no positivity. A physical Lindblad evolution has γₖ ≥ 0 and t ≥ 0. H, the Lₖ and the rates are constant in time, and the dimension is finite, so a full harmonic oscillator is not included. H is the whole Hamiltonian of the master equation: if you add a Lamb shift or a drive, the theorem applies when the relation holds for the sum. The relation is sufficient for exact splitting, not necessary.

```lean
import Mathlib

open Matrix

namespace SecularLindbladSplitting

noncomputable section

variable {n : Type*} [Fintype n] [DecidableEq n]

/-- The Hamiltonian part of a master equation, `r ↦ -i (H r - r H)`. -/
def coherent (H : Matrix n n ℂ) : Module.End ℂ (Matrix n n ℂ) where
  toFun r := (-Complex.I) • (H * r - r * H)
  map_add' r s := by
    simp only [Matrix.mul_add, Matrix.add_mul]
    module
  map_smul' c r := by
    simp only [Matrix.mul_smul, Matrix.smul_mul, RingHom.id_apply]
    module

/-- The Lindblad dissipator of a jump operator `L`,
`r ↦ L r L* - (L* L r + r L* L) / 2`. -/
def dissipator (L : Matrix n n ℂ) : Module.End ℂ (Matrix n n ℂ) where
  toFun r := L * r * Lᴴ - (1 / 2 : ℂ) • (Lᴴ * L * r + r * (Lᴴ * L))
  map_add' r s := by
    simp only [Matrix.mul_add, Matrix.add_mul]
    module
  map_smul' c r := by
    simp only [Matrix.mul_smul, Matrix.smul_mul, RingHom.id_apply]
    module

/-- The sum of the dissipators of several jump operators `L k` with real rates `γ k`. -/
def totalDissipator {ι : Type*} [Fintype ι] (γ : ι → ℝ) (L : ι → Matrix n n ℂ) :
    Module.End ℂ (Matrix n n ℂ) :=
  ∑ k, (γ k : ℂ) • dissipator (L k)

/-- The Liouville-space representation: a superoperator written as a matrix that acts on the
entries of the density matrix. -/
def liouville : Module.End ℂ (Matrix n n ℂ) ≃ₐ[ℂ] Matrix (n × n) (n × n) ℂ :=
  LinearMap.toMatrixAlgEquiv (Matrix.stdBasis ℂ n n)

/-- The propagator `exp (t S)` of a superoperator `S`, computed in Liouville space. -/
def propagator (S : Module.End ℂ (Matrix n n ℂ)) (t : ℝ) : Module.End ℂ (Matrix n n ℂ) :=
  liouville.symm (NormedSpace.exp (t • liouville S))

/-- At time zero the propagator is the identity. -/
theorem propagator_zero (S : Module.End ℂ (Matrix n n ℂ)) : propagator S 0 = 1 := by
  rw [propagator, zero_smul, NormedSpace.exp_zero, map_one]

/-- The propagated matrix `r(t) = exp (t S) r` solves the master equation `dr/dt = S r`,
entry by entry. -/
theorem propagator_hasDerivAt (S : Module.End ℂ (Matrix n n ℂ)) (r : Matrix n n ℂ)
    (i j : n) (t : ℝ) :
    HasDerivAt (fun u : ℝ => propagator S u r i j) (S (propagator S t r) i j) t := by
  let : NormedRing (Matrix (n × n) (n × n) ℂ) := Matrix.linftyOpNormedRing
  let : NormedAlgebra ℝ (Matrix (n × n) (n × n) ℂ) := Matrix.linftyOpNormedAlgebra
  let : NormedAlgebra ℂ (Matrix (n × n) (n × n) ℂ) := Matrix.linftyOpNormedAlgebra
  -- reading off one entry is linear in the Liouville-space matrix
  let ev : Matrix (n × n) (n × n) ℂ →ₗ[ℂ] ℂ :=
    { toFun := fun A => liouville.symm A r i j
      map_add' := fun A B => by rw [map_add]; rfl
      map_smul' := fun c A => by rw [map_smul]; rfl }
  have h := hasDerivAt_exp_smul_const' (𝕂 := ℝ) (liouville S) t
  have h2 := ((ev.restrictScalars ℝ).toContinuousLinearMap).hasFDerivAt.comp_hasDerivAt t h
  refine h2.congr_deriv ?_
  change liouville.symm (liouville S * NormedSpace.exp (t • liouville S)) r i j = _
  rw [map_mul, AlgEquiv.symm_apply_apply]
  rfl

omit [DecidableEq n] in
/-- If `H` is Hermitian and `H L - L H = -w L` with real `w`, then the adjoint jump operator
satisfies `H L* - L* H = w L*`. -/
theorem adjoint_eigenoperator {H L : Matrix n n ℂ} {w : ℝ} (hH : H.IsHermitian)
    (hL : H * L - L * H = -(w : ℂ) • L) : H * Lᴴ - Lᴴ * H = (w : ℂ) • Lᴴ := by
  have h := congrArg conjTranspose hL
  simp only [conjTranspose_sub, conjTranspose_mul, conjTranspose_smul, hH.eq, star_neg,
    Complex.star_def, Complex.conj_ofReal] at h
  linear_combination (norm := module) -h

/-- For Hermitian `H` and a jump operator `L` with `H L - L H = -w L`, `w` real, the decay
operator `L* L` commutes with `H`. -/
theorem decay_operator_conserved {H L : Matrix n n ℂ} {w : ℝ} (hH : H.IsHermitian)
    (hL : H * L - L * H = -(w : ℂ) • L) : H * (Lᴴ * L) - Lᴴ * L * H = 0 := by
  have h : H * (Lᴴ * L) - Lᴴ * L * H
      = (H * Lᴴ - Lᴴ * H) * L + Lᴴ * (H * L - L * H) := by noncomm_ring
  rw [h, hL, adjoint_eigenoperator hH hL]
  simp only [Matrix.smul_mul, Matrix.mul_smul]
  module

/-- For Hermitian `H` and a jump operator `L` with `H L - L H = -w L`, `w` real, the
Hamiltonian part commutes with the dissipator of `L`. -/
theorem coherent_commute_dissipator {H L : Matrix n n ℂ} {w : ℝ} (hH : H.IsHermitian)
    (hL : H * L - L * H = -(w : ℂ) • L) : Commute (coherent H) (dissipator L) := by
  refine LinearMap.ext fun r => ?_
  -- gain term: the phases of `L` and `L*` cancel
  have gain : H * (L * r * Lᴴ) - L * r * Lᴴ * H = L * (H * r - r * H) * Lᴴ := by
    have h : H * (L * r * Lᴴ) - L * r * Lᴴ * H - L * (H * r - r * H) * Lᴴ
        = (H * L - L * H) * r * Lᴴ + L * r * (H * Lᴴ - Lᴴ * H) := by noncomm_ring
    rw [← sub_eq_zero, h, hL, adjoint_eigenoperator hH hL]
    simp only [Matrix.smul_mul, Matrix.mul_smul]
    module
  -- loss term: `L* L` is conserved
  have loss : H * (Lᴴ * L * r + r * (Lᴴ * L)) - (Lᴴ * L * r + r * (Lᴴ * L)) * H
      = Lᴴ * L * (H * r - r * H) + (H * r - r * H) * (Lᴴ * L) := by
    have h : H * (Lᴴ * L * r + r * (Lᴴ * L)) - (Lᴴ * L * r + r * (Lᴴ * L)) * H
        - (Lᴴ * L * (H * r - r * H) + (H * r - r * H) * (Lᴴ * L))
        = (H * (Lᴴ * L) - Lᴴ * L * H) * r + r * (H * (Lᴴ * L) - Lᴴ * L * H) := by
      noncomm_ring
    rw [← sub_eq_zero, h, decay_operator_conserved hH hL, Matrix.zero_mul, Matrix.mul_zero,
      add_zero]
  have split : ∀ G P : Matrix n n ℂ, H * (G - (1 / 2 : ℂ) • P) - (G - (1 / 2 : ℂ) • P) * H
      = (H * G - G * H) - (1 / 2 : ℂ) • (H * P - P * H) := by
    intro G P
    simp only [Matrix.mul_sub, Matrix.sub_mul, Matrix.mul_smul, Matrix.smul_mul]
    module
  change (-Complex.I) • (H * (L * r * Lᴴ - (1 / 2 : ℂ) • (Lᴴ * L * r + r * (Lᴴ * L)))
      - (L * r * Lᴴ - (1 / 2 : ℂ) • (Lᴴ * L * r + r * (Lᴴ * L))) * H)
    = L * ((-Complex.I) • (H * r - r * H)) * Lᴴ
      - (1 / 2 : ℂ) • (Lᴴ * L * ((-Complex.I) • (H * r - r * H))
        + ((-Complex.I) • (H * r - r * H)) * (Lᴴ * L))
  rw [split, gain, loss]
  simp only [Matrix.mul_smul, Matrix.smul_mul]
  module

/-- Let `H` be Hermitian and `H L_k - L_k H = -w_k L_k` with real `w_k`. Then the Hamiltonian
part `U` and the total dissipator `D` commute, and `exp (t (U + D)) = exp (t U) exp (t D)`
for every real time `t`. -/
theorem secular_splitting_exact {ι : Type*} [Fintype ι] {H : Matrix n n ℂ}
    {L : ι → Matrix n n ℂ} {w : ι → ℝ} (γ : ι → ℝ) (hH : H.IsHermitian)
    (hL : ∀ k, H * L k - L k * H = -(w k : ℂ) • L k) :
    Commute (coherent H) (totalDissipator γ L) ∧
    ∀ t : ℝ, propagator (coherent H + totalDissipator γ L) t
      = propagator (coherent H) t * propagator (totalDissipator γ L) t := by
  have hc : Commute (coherent H) (totalDissipator γ L) :=
    Commute.sum_right _ _ _ fun k _ =>
      (coherent_commute_dissipator hH (hL k)).smul_right (γ k : ℂ)
  refine ⟨hc, fun t => ?_⟩
  -- commuting exponents factorise in Liouville space
  have hm := ((hc.map liouville).smul_left t).smul_right t
  rw [propagator, map_add, smul_add, Matrix.exp_add_of_commute _ _ hm, map_mul]
  rfl

/-- Let `H` be Hermitian and `H L_k - L_k H = -w_k L_k` with real `w_k`. Then `N ≥ 1` split steps of
length `t / N` reproduce the full propagator over the time `t` exactly. -/
theorem split_steps_exact {ι : Type*} [Fintype ι] {H : Matrix n n ℂ}
    {L : ι → Matrix n n ℂ} {w : ι → ℝ} (γ : ι → ℝ) (hH : H.IsHermitian)
    (hL : ∀ k, H * L k - L k * H = -(w k : ℂ) • L k) (t : ℝ) {N : ℕ} (hN : N ≠ 0) :
    (propagator (coherent H) (t / N) * propagator (totalDissipator γ L) (t / N)) ^ N
      = propagator (coherent H + totalDissipator γ L) t := by
  have hN' : (N : ℝ) ≠ 0 := Nat.cast_ne_zero.mpr hN
  rw [← (secular_splitting_exact γ hH hL).2, propagator, propagator, ← map_pow,
    ← Matrix.exp_nsmul, ← Nat.cast_smul_eq_nsmul ℝ, smul_smul, mul_div_cancel₀ _ hN']

/-- For real `w`, the qubit Hamiltonian `H = diag (w/2, -w/2)` is Hermitian, and the lowering
operator `L` satisfies `H L - L H = -w L`. -/
theorem secular_splitting_witness (w : ℝ) :
    (!![((w / 2 : ℝ) : ℂ), 0; 0, -((w / 2 : ℝ) : ℂ)]).IsHermitian ∧
    !![((w / 2 : ℝ) : ℂ), 0; 0, -((w / 2 : ℝ) : ℂ)] * !![0, 0; 1, 0]
      - !![0, 0; 1, 0] * !![((w / 2 : ℝ) : ℂ), 0; 0, -((w / 2 : ℝ) : ℂ)]
      = -(w : ℂ) • !![0, 0; 1, 0] := by
  constructor
  · ext i j
    fin_cases i <;> fin_cases j <;> simp [Matrix.conjTranspose_apply]
  · ext i j
    fin_cases i <;> fin_cases j <;> simp
    ring

/-- For a qubit with the transverse Hamiltonian `σ_x` and the lowering operator as jump
operator, the Hamiltonian part and the dissipator do not commute. -/
theorem transverse_qubit_not_commute :
    ¬ Commute (coherent !![0, 1; 1, 0]) (dissipator !![0, 0; 1, 0]) := by
  intro h
  -- compare both orders on the identity matrix
  have h1 : coherent !![0, 1; 1, 0] (dissipator !![0, 0; 1, 0] 1)
      = dissipator !![0, 0; 1, 0] (coherent !![0, 1; 1, 0] 1) := LinearMap.congr_fun h.eq 1
  have hU : coherent !![0, 1; 1, 0] 1 = 0 := by simp [coherent]
  have hT : (!![0, 0; 1, 0] : Matrix (Fin 2) (Fin 2) ℂ)ᴴ = !![0, 1; 0, 0] := by
    ext i j
    fin_cases i <;> fin_cases j <;> simp [Matrix.conjTranspose_apply]
  have hD : dissipator !![0, 0; 1, 0] 1 = !![-1, 0; 0, 1] := by
    simp only [dissipator, LinearMap.coe_mk, AddHom.coe_mk, hT, Matrix.mul_one, Matrix.one_mul]
    ext i j
    fin_cases i <;> fin_cases j <;> norm_num [Matrix.mul_apply, Fin.sum_univ_succ]
  rw [hU, hD, map_zero] at h1
  have h2 := congrArg (fun M : Matrix (Fin 2) (Fin 2) ℂ => M 0 1) h1
  norm_num [coherent, Matrix.mul_apply, Fin.sum_univ_succ, Complex.ext_iff] at h2

end

end SecularLindbladSplitting
```

```lean
#print axioms SecularLindbladSplitting.propagator_zero
#print axioms SecularLindbladSplitting.propagator_hasDerivAt
#print axioms SecularLindbladSplitting.split_steps_exact
#print axioms SecularLindbladSplitting.transverse_qubit_not_commute
```

```
'SecularLindbladSplitting.propagator_zero' depends on axioms: [propext, Classical.choice, Quot.sound]
'SecularLindbladSplitting.propagator_hasDerivAt' depends on axioms: [propext, Classical.choice, Quot.sound]
'SecularLindbladSplitting.split_steps_exact' depends on axioms: [propext, Classical.choice, Quot.sound]
'SecularLindbladSplitting.transverse_qubit_not_commute' depends on axioms: [propext, Classical.choice, Quot.sound]
```

### The lemmas behind the factorisation

`adjoint_eigenoperator` takes the conjugate transpose of both sides of `hL`. The simplifier uses `hH.eq` for H† = H and `Complex.conj_ofReal` for the real w. `decay_operator_conserved` is the statement [H, L†L] = 0: `noncomm_ring` supplies the product rule, and the two known commutators are substituted. "Conserved" refers to the evolution under H alone: in the damped qubit L†L is the population of the upper level, which the dissipator reduces.

`coherent_commute_dissipator` compares both orders on an arbitrary matrix r, through `LinearMap.ext`. Its intermediate claims `gain` and `loss` are the two identities derived above, and `split` distributes the commutator over the gain term minus half the loss term. The final `module` collects the scalar factors, including −i.

In `secular_splitting_exact`, `Commute.sum_right` and `smul_right` extend the commutation to the weighted sum. The map `liouville` preserves products, so the Liouville-space matrices commute too, and `Matrix.exp_add_of_commute` splits the exponential. `split_steps_exact` uses this factorisation backwards to merge each pair of factors, then turns the N-th power into an exponent multiplied by N; `hN'` justifies N · (t/N) = t.

For the master equation, `propagator_hasDerivAt` differentiates the matrix exponential and composes it with `ev`, the linear map that reads off one entry. `secular_splitting_witness` checks the hypotheses for the qubit with H = diag(w/2, −w/2), entry by entry. `transverse_qubit_not_commute` follows the comparison on the identity matrix and finds the contradiction in entry (0, 1), where 2σ_y has the value −2i.

For simulation, this means that a finite-dimensional master equation with constant coefficients and such jump operators can be propagated by separate Hamiltonian and dissipative factors with no step size to converge for the splitting. Errors in computing each factor remain.
